# A decaying qubit with zero Hamiltonian is stationary only in the state it decays to

A qubit has zero Hamiltonian and a single jump matrix, which takes the second basis state to the first with nonzero complex amplitude `g`. The theorem says that the Lindblad generator vanishes on a complex 2 × 2 matrix `X` exactly when every entry of `X` other than `X 0 0` is zero. `X` need not be a density matrix; if it has trace one, the only solution is the projector onto the first basis state. The proof first computes the generator as |g|² times an explicit matrix in the entries of `X`, a step named `hf`, and then reads both directions of the equivalence from that formula.

An attempt in Lean 4 with a fault in it:

```lean
import Mathlib

open Matrix
open scoped Kronecker

namespace LindbladKronecker

noncomputable section

variable {n ι : Type*} [Fintype n] [DecidableEq n] [Fintype ι]

/-- The Lindblad generator with Hamiltonian `H` and jump matrices `K a`, acting on `X`. -/
def lindblad (H : Matrix n n ℂ) (K : ι → Matrix n n ℂ) (X : Matrix n n ℂ) :
    Matrix n n ℂ :=
  (-Complex.I) • (H * X - X * H) +
    ∑ a, (K a * X * (K a)ᴴ -
      (1 / 2 : ℂ) • ((K a)ᴴ * K a * X + X * ((K a)ᴴ * K a)))

/-- For a qubit with zero Hamiltonian and one decay jump of nonzero amplitude `g`, the
stationary matrices are exactly those supported on the first diagonal entry. -/
theorem decay_stationary_iff {g : ℂ} (hg : g ≠ 0) (X : Matrix (Fin 2) (Fin 2) ℂ) :
    lindblad 0 (fun _ : Unit => !![0, g; 0, 0]) X = 0 ↔ X = !![X 0 0, 0; 0, 0] := by
  have hf : lindblad 0 (fun _ : Unit => !![0, g; 0, 0]) X =
      (g * star g) • !![X 1 1, -X 0 1 / 2; -X 1 0 / 2, -X 1 1] := by
    ext i j
    fin_cases i <;> fin_cases j <;>
      simp [lindblad, Matrix.mul_apply, Fin.sum_univ_succ] <;> ring
  rw [hf]
  constructor
  · intro h
    have h01 : X 0 1 = 0 := by simpa [hg] using congrFun (congrFun h 0) 1
    have h10 : X 1 0 = 0 := by simpa [hg] using congrFun (congrFun h 1) 0
    have h11 : X 1 1 = 0 := by simpa [hg] using congrFun (congrFun h 1) 1
    ext i j
    fin_cases i <;> fin_cases j <;> simp [h01, h10, h11]
  · intro h
    have h01 : X 0 1 = 0 := by simpa using congrFun (congrFun h 0) 1
    have h10 : X 1 0 = 0 := by simpa using congrFun (congrFun h 1) 0
    have h11 : X 1 1 = 0 := by simpa using congrFun (congrFun h 1) 1
    ext i j
    fin_cases i <;> fin_cases j <;> simp [h01, h10, h11]

end

end LindbladKronecker
```

Messages:

```
Try this:
  [apply] ring_nf
  
  The `ring` tactic failed to close the goal. Use `ring_nf` to obtain a normal form.
    
  Note that `ring` works primarily in *commutative* rings. If you have a noncommutative ring, abelian group or module, consider using `noncomm_ring`, `abel` or `module` instead.
Try this:
  [apply] ring_nf
  
  The `ring` tactic failed to close the goal. Use `ring_nf` to obtain a normal form.
    
  Note that `ring` works primarily in *commutative* rings. If you have a noncommutative ring, abelian group or module, consider using `noncomm_ring`, `abel` or `module` instead.
Try this:
  [apply] ring_nf
  
  The `ring` tactic failed to close the goal. Use `ring_nf` to obtain a normal form.
    
  Note that `ring` works primarily in *commutative* rings. If you have a noncommutative ring, abelian group or module, consider using `noncomm_ring`, `abel` or `module` instead.
Try this:
  [apply] ring_nf
  
  The `ring` tactic failed to close the goal. Use `ring_nf` to obtain a normal form.
    
  Note that `ring` works primarily in *commutative* rings. If you have a noncommutative ring, abelian group or module, consider using `noncomm_ring`, `abel` or `module` instead.
Main.lean:24:66: error: unsolved goals
case «0».«0»
g : ℂ
hg : g ≠ 0
X : Matrix (Fin 2) (Fin 2) ℂ
⊢ (![0, g] ᵥ* (X * !![0, g; 0, 0]ᴴ)) 0 = g * (starRingEnd ℂ) g * X 1 1

case «0».«1»
g : ℂ
hg : g ≠ 0
X : Matrix (Fin 2) (Fin 2) ℂ
⊢ (![0, g] ᵥ* (X * !![0, g; 0, 0]ᴴ)) 1 + X 0 1 * (starRingEnd ℂ) g * g * (-1 / 2) =
    X 0 1 * (starRingEnd ℂ) g * g * (-1 / 2)

case «1».«0»
g : ℂ
hg : g ≠ 0
X : Matrix (Fin 2) (Fin 2) ℂ
⊢ (![0, 0] ᵥ* (X * !![0, g; 0, 0]ᴴ)) 0 + (starRingEnd ℂ) g * g * X 1 0 * (-1 / 2) =
    (starRingEnd ℂ) g * g * X 1 0 * (-1 / 2)

case «1».«1»
g : ℂ
hg : g ≠ 0
X : Matrix (Fin 2) (Fin 2) ℂ
⊢ (![0, 0] ᵥ* (X * !![0, g; 0, 0]ᴴ)) 1 - (starRingEnd ℂ) g * g * X 1 1 = -((starRingEnd ℂ) g * g * X 1 1)
```

The change, after which it compiles:

```diff
@@ -24,6 +24,8 @@
       (g * star g) • !![X 1 1, -X 0 1 / 2; -X 1 0 / 2, -X 1 1] := by
     ext i j
-    fin_cases i <;> fin_cases j <;>
-      simp [lindblad, Matrix.mul_apply, Fin.sum_univ_succ] <;> ring
+    -- expand the products into entries before choosing the indices
+    simp only [lindblad, Matrix.add_apply, Matrix.sub_apply, Matrix.smul_apply,
+      Matrix.sum_apply, Matrix.mul_apply, Matrix.conjTranspose_apply, Fin.sum_univ_two]
+    fin_cases i <;> fin_cases j <;> simp <;> ring
   rw [hf]
   constructor
```

What went wrong. The error is in `hf`, where all four entries stay unproved. The four `ring` messages report the same failure, and their hint about noncommutative rings does not apply, since the entries are complex numbers.

Each goal still contains a term such as `(![0, g] ᵥ* (X * !![0, g; 0, 0]ᴴ)) 0`, an entry of a row vector times a matrix. It comes from the product `K a * X * (K a)ᴴ`. Because the jump matrix is written out by rows, `simp` used its own rules to turn the product into row-vector products before `Matrix.mul_apply` had expanded it. That lemma needs an entry of a matrix product, so it no longer matched, and `ring` cannot look inside the term that was left.

The repair expands first. Its `simp only` call uses just the listed lemmas, which turn the matrix products into sums of products of entries while `i` and `j` are still variables. After `fin_cases` fixes the indices, `simp` only has to evaluate entries, and `ring` can finish the arithmetic.
